# The second-order energy of a degenerate Λ system and a bound on its error

Take two lower states at energy 0, each coupled with the same real strength a to one excited state at energy D. If the ordinary second-order formula is applied to each lower state separately, both move to −a²/D and stay degenerate. This is wrong: one combination of the two stays at exactly 0, and for weak coupling the other moves to about −2a²/D. To second order, the shifts are the eigenvalues of a 2×2 effective matrix, and its off-diagonal element matters as much as its diagonal. Even then, without an error estimate, nothing says how far the second-order energy is from the exact level.

Below, the couplings a and b are complex, D is real, a bar marks complex conjugation, and G = |a|² + |b|². In quantum mechanics the same elimination of an excited state describes far-detuned Raman coupling, here for three static levels without decay.

## Two degenerate lower states and a Hermitian coupling

The first assumptions sit in the matrix itself. States 0 and 1 are the lower ones, state 2 is the excited one, and the Hamiltonian is

    H = [[0, 0, a], [0, 0, b], [ā, b̄, D]].

The zeros mean that the lower states are exactly degenerate and not directly coupled. The conjugates in the last row and the real D make H Hermitian. Real couplings are a special case.

```lean
import Mathlib

open Matrix Polynomial ComplexConjugate

namespace LambdaSystem

noncomputable section

/-- The Hamiltonian of a Λ system: two degenerate lower states at energy zero, coupled with
strengths `a` and `b` to one excited state at energy `D`. -/
def hamiltonian (a b : ℂ) (D : ℝ) : Matrix (Fin 3) (Fin 3) ℂ :=
  !![0, 0, a; 0, 0, b; conj a, conj b, (D : ℂ)]

/-- The total squared coupling `|a|² + |b|²`. -/
def couplingSq (a b : ℂ) : ℝ := Complex.normSq a + Complex.normSq b
```

In Lean, `Fin 3` labels the three states and `couplingSq` is G as a real number. The effective matrix is built from the entries of H by the second-order formula

    Heff(i,j) = H(i,2) H(2,j) / (0 − H(2,2)),   i, j = 0, 1.

Here `castSucc` reads a label of the two-state space as a label of the full one.

```lean
/-- The second-order effective Hamiltonian on the two lower states, for `D ≠ 0`: the amplitude to
go up to the excited state and down again, divided by the energy denominator `0 - D`. -/
def effective (a b : ℂ) (D : ℝ) : Matrix (Fin 2) (Fin 2) ℂ :=
  Matrix.of fun i j => hamiltonian a b D i.castSucc 2 * hamiltonian a b D 2 j.castSucc /
    (0 - hamiltonian a b D 2 2)
```

The next lemma uses |z|² = z z̄ to pass between the real number G and the complex products that appear in determinants.

```lean
/-- The total squared coupling is the sum of each coupling times its complex conjugate. -/
theorem couplingSq_eq (a b : ℂ) : (couplingSq a b : ℂ) = a * conj a + b * conj b := by
  rw [Complex.mul_conj, Complex.mul_conj, couplingSq, Complex.ofReal_add]
```

Expanding det(x − H) along its first row gives

    x (x(x − D) − |b|²) − x|a|² = x (x² − Dx − G).

Here the factor x comes from the degeneracy. If the lower energies differed and both couplings were nonzero, no eigenvector would be free of the excited state. The proof expands the same 3×3 determinant and leaves the algebra to `ring`.

```lean
/-- The characteristic polynomial of the Λ system is `x (x² - D x - (|a|² + |b|²))`. -/
theorem hamiltonian_charpoly (a b : ℂ) (D : ℝ) :
    (hamiltonian a b D).charpoly =
      X * (X ^ 2 - C (D : ℂ) * X - C (couplingSq a b : ℂ)) := by
  rw [couplingSq_eq, Matrix.charpoly, Matrix.det_fin_three]
  simp only [map_add, map_mul]
  simp [hamiltonian]
  ring
```

## At least one nonzero coupling

The hypothesis `hab` says that the excited state is coupled to something. The dark state is (b̄, −ā, 0), or (b̄, −ā, 0)/√G when normalised. The first two rows of H see only its third component, which is 0, and the third row gives

    ā b̄ − b̄ ā = 0.

The two paths to the excited state cancel. This computation holds for all a and b; `hab` is needed only to make the vector nonzero. With a = b = 0 the formula returns the zero vector, although every lower state is then trivially at energy 0. The proof follows this division: the first part reads a = 0 and b = 0 off a vanishing vector and contradicts `hab`, and the second checks the three components of the product `*ᵥ`.

```lean
/-- If the couplings do not both vanish, the dark state `(b*, -a*, 0)` is a nonzero vector
annihilated by the Hamiltonian. -/
theorem dark_state (a b : ℂ) (D : ℝ) (hab : a ≠ 0 ∨ b ≠ 0) :
    ![conj b, -conj a, 0] ≠ 0 ∧ hamiltonian a b D *ᵥ ![conj b, -conj a, 0] = 0 := by
  constructor
  · intro h
    have hb : b = 0 := by simpa using congrFun h 0
    have ha : a = 0 := by simpa using congrFun h 1
    exact hab.elim (fun h => h ha) (fun h => h hb)
  · ext i
    fin_cases i <;> simp [hamiltonian, Matrix.mulVec, dotProduct, Fin.sum_univ_three, mul_comm]
```

## A nonzero detuning

The condition D ≠ 0 says that the excited state is separated from the lower pair, so that the energy denominator 0 − D makes sense. Multiplying the effective matrix by D gives

    D Heff = −[[|a|², a b̄], [b ā, |b|²]].

The diagonal entries of Heff itself, −|a|²/D and −|b|²/D, are the separate shifts from the opening, and the off-diagonal ones are transfers through the excited state. The proof checks the four entries and cancels D.

```lean
/-- For `D ≠ 0`, the effective Hamiltonian times `D` is minus the matrix of products of the
couplings with their conjugates. -/
theorem effective_eq (a b : ℂ) (D : ℝ) (hD : D ≠ 0) :
    (D : ℂ) • effective a b D =
      -!![a * conj a, a * conj b; b * conj a, b * conj b] := by
  have hDc : (D : ℂ) ≠ 0 := Complex.ofReal_ne_zero.mpr hD
  ext i j
  fin_cases i <;> fin_cases j <;> simp [effective, hamiltonian] <;> field_simp
```

For an eigenvalue μ, the determinant of Heff − μ must vanish. Multiplied by D², it is

    (|a|² + Dμ)(|b|² + Dμ) − |a|²|b|² = Dμ (Dμ + G).

Since D ≠ 0, this vanishes exactly when μ = 0 or μ = −G/D. The theorem states the second case as Dμ = −G and says nothing about multiplicities; for G = 0 the two values coincide.

In the proof, `hdet` is this determinant identity. `Matrix.exists_mulVec_eq_zero_iff` supplies the link between a nonzero eigenvector and a vanishing determinant, and `hDc` allows the factors of D to be removed.

```lean
/-- For `D ≠ 0`, a number `μ` is an eigenvalue of the effective Hamiltonian exactly when `μ = 0`
or `D μ = -(|a|² + |b|²)`. -/
theorem effective_eigenvalue_iff (a b : ℂ) (D : ℝ) (hD : D ≠ 0) (μ : ℂ) :
    (∃ v : Fin 2 → ℂ, v ≠ 0 ∧ effective a b D *ᵥ v = μ • v) ↔
      μ = 0 ∨ (D : ℂ) * μ = -(couplingSq a b : ℂ) := by
  have hDc : (D : ℂ) ≠ 0 := Complex.ofReal_ne_zero.mpr hD
  have h := effective_eq a b D hD
  have h00 : (D : ℂ) * effective a b D 0 0 = -(a * conj a) := congrFun (congrFun h 0) 0
  have h01 : (D : ℂ) * effective a b D 0 1 = -(a * conj b) := congrFun (congrFun h 0) 1
  have h10 : (D : ℂ) * effective a b D 1 0 = -(b * conj a) := congrFun (congrFun h 1) 0
  have h11 : (D : ℂ) * effective a b D 1 1 = -(b * conj b) := congrFun (congrFun h 1) 1
  -- the secular determinant, cleared of its denominators
  have hdet : (D : ℂ) ^ 2 * (effective a b D - μ • (1 : Matrix (Fin 2) (Fin 2) ℂ)).det =
      D * (μ * (D * μ + couplingSq a b)) := by
    have e : (effective a b D - μ • (1 : Matrix (Fin 2) (Fin 2) ℂ)).det =
        (effective a b D 0 0 - μ) * (effective a b D 1 1 - μ) -
          effective a b D 0 1 * effective a b D 1 0 := by
      rw [Matrix.det_fin_two]
      simp
    calc _ = (D * effective a b D 0 0 - D * μ) * (D * effective a b D 1 1 - D * μ) -
          (D * effective a b D 0 1) * (D * effective a b D 1 0) := by rw [e]; ring
      _ = _ := by rw [h00, h01, h10, h11, couplingSq_eq]; ring
  have hex := Matrix.exists_mulVec_eq_zero_iff
    (M := effective a b D - μ • (1 : Matrix (Fin 2) (Fin 2) ℂ))
  simp only [Matrix.sub_mulVec, Matrix.smul_mulVec, Matrix.one_mulVec, sub_eq_zero] at hex
  rw [hex]
  constructor
  · intro h0
    rw [h0, mul_zero] at hdet
    have h1 := (mul_eq_zero.mp hdet.symm).resolve_left hDc
    exact (mul_eq_zero.mp h1).imp id eq_neg_of_add_eq_zero_left
  · intro hμ
    have h1 : μ * (D * μ + couplingSq a b) = 0 := by
      rcases hμ with h0 | h0
      · rw [h0, zero_mul]
      · rw [h0, neg_add_cancel, mul_zero]
    rw [h1, mul_zero] at hdet
    exact (mul_eq_zero.mp hdet).resolve_left (pow_ne_zero 2 hDc)
```

At D = 0 the physics changes. All three states are degenerate, and the exact levels are 0 and ±√G, so the shifts are linear in the coupling strength and a second-order formula cannot describe them.

## A level away from zero

The hypothesis `hE`, E ≠ 0, sets the dark level aside. Let v be an eigenvector with real energy E. Its components satisfy

    a v₂ = E v₀

    b v₂ = E v₁

    ā v₀ + b̄ v₁ + D v₂ = E v₂.

If v₂ were 0, the first two equations and E ≠ 0 would force v₀ = v₁ = 0, and v would vanish. So v₂ ≠ 0. Multiplying the third equation by E and inserting the first two gives

    (G + DE) v₂ = E² v₂,

and therefore E(E − D) = G.

Conversely, if this equation holds, (a, b, E) is an eigenvector. The first two rows give aE and bE, and the third gives G + DE = E². The vector is nonzero because E is; normalised, it is (a, b, E)/√(G + E²).

Without `hE` the equivalence fails whenever G > 0: E = 0 is a level, but E(E − D) is then 0 and not G. In the proof, `hv2` is the step v₂ ≠ 0 and `key` is the elimination. Taking E real loses no level, since H is Hermitian.

```lean
/-- A nonzero real energy `E` is an exact level of the Λ system if and only if
`E (E - D) = |a|² + |b|²`. -/
theorem exact_level_iff (a b : ℂ) (D E : ℝ) (hE : E ≠ 0) :
    (∃ v : Fin 3 → ℂ, v ≠ 0 ∧ hamiltonian a b D *ᵥ v = (E : ℂ) • v) ↔
      E * (E - D) = couplingSq a b := by
  have hEc : (E : ℂ) ≠ 0 := Complex.ofReal_ne_zero.mpr hE
  constructor
  · rintro ⟨v, hv, h⟩
    have h0 : a * v 2 = E * v 0 := by
      simpa [hamiltonian, Matrix.mulVec, dotProduct, Fin.sum_univ_three] using congrFun h 0
    have h1 : b * v 2 = E * v 1 := by
      simpa [hamiltonian, Matrix.mulVec, dotProduct, Fin.sum_univ_three] using congrFun h 1
    have h2 : conj a * v 0 + conj b * v 1 + D * v 2 = E * v 2 := by
      simpa [hamiltonian, Matrix.mulVec, dotProduct, Fin.sum_univ_three] using congrFun h 2
    -- a level away from zero has some weight on the excited state
    have hv2 : v 2 ≠ 0 := by
      intro hz
      rw [hz, mul_zero] at h0 h1
      have z0 : v 0 = 0 := (mul_eq_zero.mp h0.symm).resolve_left hEc
      have z1 : v 1 = 0 := (mul_eq_zero.mp h1.symm).resolve_left hEc
      apply hv
      ext i
      fin_cases i
      · exact z0
      · exact z1
      · exact hz
    have key : (E : ℂ) * (E - D) = couplingSq a b := by
      apply mul_right_cancel₀ hv2
      rw [couplingSq_eq]
      linear_combination (-(E : ℂ)) * h2 - conj a * h0 - conj b * h1
    exact_mod_cast key
  · intro h
    have hc : (E : ℂ) * (E - D) = a * conj a + b * conj b := by
      rw [← couplingSq_eq]
      exact_mod_cast h
    -- the bright eigenvector is (a, b, E)
    refine ⟨![a, b, (E : ℂ)], fun hz => hEc (congrFun hz 2), ?_⟩
    ext i
    fin_cases i
    · simp [hamiltonian, Matrix.mulVec, dotProduct, Fin.sum_univ_three, mul_comm]
    · simp [hamiltonian, Matrix.mulVec, dotProduct, Fin.sum_univ_three, mul_comm]
    · simp [hamiltonian, Matrix.mulVec, dotProduct, Fin.sum_univ_three]
      linear_combination -hc
```

## An exact level at least as close to 0 as to D

The last theorem keeps D ≠ 0 and E ≠ 0 and adds two conditions. `hlevel` says that E is an exact energy of H; without it, E would be an arbitrary number. `hnear`, |E| ≤ |E − D|, selects the level that grows out of the lower pair and not the one that starts at D. For G > 0 exactly one nonzero level qualifies. For G = 0 there is none, and the statement is empty.

The exact equation gives the error in closed form:

    E + G/D = (ED + E(E − D))/D = E²/D.

It remains to bound E². By `hnear`,

    E² ≤ |E| |E − D| = G.

Hence

    (E − D)² − D² = E² − 2ED = 2G − E² ≥ 0,

which is level repulsion: the level lies at least |D| away from the excited energy D. Then

    E²D² ≤ E²(E − D)² = G²,

and dividing by |D|³ gives

    |E + G/D| ≤ G²/|D|³.

The steps `herr`, `hE2`, `hgap` and `hbound` are the first four of these displays, in the order error, closeness, repulsion, product.

```lean
/-- For `D ≠ 0`, a nonzero exact level `E` that lies at least as close to `0` as to `D` differs
from the second-order energy `-(|a|² + |b|²)/D` by at most `(|a|² + |b|²)²/|D|³`. -/
theorem second_order_error (a b : ℂ) (D E : ℝ) (hD : D ≠ 0) (hE : E ≠ 0)
    (hlevel : ∃ v : Fin 3 → ℂ, v ≠ 0 ∧ hamiltonian a b D *ᵥ v = (E : ℂ) • v)
    (hnear : |E| ≤ |E - D|) :
    |E - (-(couplingSq a b / D))| ≤ couplingSq a b ^ 2 / |D| ^ 3 := by
  have hroot := (exact_level_iff a b D E hE).1 hlevel
  have hG : 0 ≤ couplingSq a b := add_nonneg (Complex.normSq_nonneg a) (Complex.normSq_nonneg b)
  have hE2 : E ^ 2 ≤ couplingSq a b := by
    calc E ^ 2 = |E| * |E| := by rw [abs_mul_abs_self]; ring
      _ ≤ |E| * |E - D| := mul_le_mul_of_nonneg_left hnear (abs_nonneg E)
      _ = couplingSq a b := by rw [← abs_mul, hroot, abs_of_nonneg hG]
  -- level repulsion: the level is at least |D| away from the excited state
  have hgap : D ^ 2 ≤ (E - D) ^ 2 := by nlinarith
  have hbound : E ^ 2 * D ^ 2 ≤ couplingSq a b ^ 2 := by
    calc E ^ 2 * D ^ 2 ≤ E ^ 2 * (E - D) ^ 2 := mul_le_mul_of_nonneg_left hgap (sq_nonneg E)
      _ = couplingSq a b ^ 2 := by rw [← hroot]; ring
  -- the exact equation gives the error in closed form
  have herr : E - (-(couplingSq a b / D)) = E ^ 2 / D := by
    rw [← hroot]
    field_simp
    ring
  have hDpos : 0 < |D| := abs_pos.mpr hD
  rw [herr, abs_div, abs_of_nonneg (sq_nonneg E), div_le_div_iff₀ hDpos (pow_pos hDpos 3)]
  calc E ^ 2 * |D| ^ 3 = E ^ 2 * D ^ 2 * |D| := by rw [← sq_abs D]; ring
    _ ≤ couplingSq a b ^ 2 * |D| := mul_le_mul_of_nonneg_right hbound hDpos.le

end

end LambdaSystem
```

```lean
#print axioms LambdaSystem.hamiltonian_charpoly
#print axioms LambdaSystem.dark_state
#print axioms LambdaSystem.effective_eigenvalue_iff
#print axioms LambdaSystem.second_order_error
```

```
'LambdaSystem.hamiltonian_charpoly' depends on axioms: [propext, Classical.choice, Quot.sound]
'LambdaSystem.dark_state' depends on axioms: [propext, Classical.choice, Quot.sound]
'LambdaSystem.effective_eigenvalue_iff' depends on axioms: [propext, Classical.choice, Quot.sound]
'LambdaSystem.second_order_error' depends on axioms: [propext, Classical.choice, Quot.sound]
```

Each condition excludes a real failure. At E = 0 the dark level misses −G/D by G/|D|, which exceeds the bound when 0 < G < D². Without `hnear`, the level that starts at D would be admitted, and it violates the bound whenever G < 2D². Weak coupling is not assumed, but the bound is informative only when G is small compared with D²: relative to the shift G/|D|, it is G/D².

## A numerical case, and more than two lower states

The recipe extends to several excited states e that are not coupled to one another. For lower states all at energy 0 and not directly coupled, a program fills a small matrix with the sums over e of H(i,e) H(e,j) / (0 − H(e,e)) and diagonalises it. If the lower states have nonzero energies or direct couplings that are small compared with every |H(e,e)|, their own block H(i,j) must be included as well, and the denominators are then approximate. With a = b = 1 and D = 10, the effective eigenvalues are 0 and −0.2. The exact levels are 0, 5 − √27 ≈ −0.19615 and 5 + √27. The error is about 0.00385, and the bound is 0.004. In such a comparison, the eigenvalue −0.2 must be paired with the nonzero level nearer to 0, as `hnear` requires.

The same elimination works by hand for N degenerate lower states with couplings a₀, …, a_{N−1} to one excited state. With G equal to the sum of all |aᵢ|², every nonzero level again satisfies E(E − D) = G, so the error bound keeps its form. If G > 0, the dark states fill a space of dimension N − 1.
